# Nuclear spin weights for two identical nuclei with $d$ spin states

To compute the rotational partition function of H₂, one multiplies the factor $2J+1$ of each level by a nuclear spin weight, which is 1 for even $J$ and 3 for odd $J$. The same weights enter the line intensities of its rotational Raman spectrum. They are found by counting the spin states of the two nuclei that are symmetric or antisymmetric under exchange. For nuclei with $d=2I+1$ spin states each, where $I$ is the nuclear spin, the numbers are

$$\dim(\text{symmetric})=\frac{d(d+1)}2,\qquad \dim(\text{antisymmetric})=\frac{d(d-1)}2 .$$

The assignment to even and odd $J$ below holds when the electronic and vibrational factors of the wavefunction are symmetric under the exchange, as in the ground state of H₂.

## Counting with a trace

Let $e_1,\dots,e_d$ be the spin states of one nucleus, and let $P$ exchange the two spins, $P(u\otimes v)=v\otimes u$. Then $P^2=1$. In the product basis, $P(e_i\otimes e_j)=e_j\otimes e_i$, so the diagonal element is 1 if $i=j$ and 0 otherwise. Hence $\operatorname{tr}P=d$.

For a sign $\varepsilon=\pm1$, put $\Pi_\varepsilon=\tfrac12(1+\varepsilon P)$. Since $\varepsilon^2=1$,

$$P\,\Pi_\varepsilon=\tfrac12(P+\varepsilon)=\varepsilon\,\Pi_\varepsilon ,$$

so $\Pi_\varepsilon$ maps every state into the $\varepsilon$-eigenspace. If $Px=\varepsilon x$ already, then $\Pi_\varepsilon x=\tfrac12(1+\varepsilon^2)x=x$. Thus $\Pi_\varepsilon$ is a projector onto that eigenspace, and its trace is the dimension:

$$\dim=\tfrac12\left(d^2+\varepsilon d\right).$$

The two signs give the two formulas. Because $\Pi_++\Pi_-=1$, the two eigenspaces together fill the spin space.

## From exchange sign to rotational level

Exchanging the nuclei reverses the molecular axis, which multiplies a rotational function by $(-1)^J$. The total wavefunction must acquire the sign $(-1)^{2I}=(-1)^{d+1}$: $+1$ for bosons, $-1$ for fermions. An allowed spin state $x$ therefore satisfies

$$(-1)^J P x=(-1)^{d+1}x,\qquad\text{that is,}\qquad Px=(-1)^{d+1+J}x .$$

The weight of level $J$ is

$$g_J=\frac{d\left(d+(-1)^{d+1+J}\right)}2 .$$

For $d=2$ this is 1 for even $J$ and 3 for odd $J$. For $d=3$, as in D₂, it is 6 and 3, a ratio of 2:1. For $d=1$ it is 1 and 0, so the odd levels are missing. Conversely, if $d\ge1$ and $g_J=0$, the sign must be $-1$ and $d=1$; then $(-1)^{2+J}=-1$, so $J$ is odd.

## The case $d=2$ in numbers

In the basis $\uparrow\uparrow,\uparrow\downarrow,\downarrow\uparrow,\downarrow\downarrow$, $P$ fixes the first and last states and exchanges the middle two, so its trace is 2. The dimensions are $(4+2)/2=3$ and $(4-2)/2=1$. The symmetric states are $\uparrow\uparrow$, $\downarrow\downarrow$ and $(\uparrow\downarrow+\downarrow\uparrow)/\sqrt2$; the antisymmetric one is $(\uparrow\downarrow-\downarrow\uparrow)/\sqrt2$. Including the factor $2J+1$, the levels $J=0,1,2,3$ have total degeneracies $1,9,5,21$.

## The spin space and its exchange operator in Lean

```lean
import Mathlib

open Module
open scoped TensorProduct

namespace NuclearSpinStatistics

noncomputable section
```

One nucleus has the spin space `Fin d → ℂ`, and the pair has the tensor product of two copies. Only the number of spin states enters, so no spin operators or inner product are needed.

```lean
/-- The spin space of two particles with `d` spin states each. -/
abbrev SpinPair (d : ℕ) := (Fin d → ℂ) ⊗[ℂ] (Fin d → ℂ)
```

The operator $P$ is called `swap d`. It is Mathlib's canonical exchange of tensor factors, regarded as a linear operator.

```lean
/-- The operator that exchanges the spins of the two particles, `u ⊗ v ↦ v ⊗ u`. -/
def swap (d : ℕ) : Module.End ℂ (SpinPair d) :=
  (TensorProduct.comm ℂ (Fin d → ℂ) (Fin d → ℂ)).toLinearMap
```

The identity $P^2=1$ is checked on product states and extended to all states by additivity, since every tensor is a sum of products.

```lean
/-- Exchanging the two spins twice restores the state. -/
theorem swap_swap (d : ℕ) (x : SpinPair d) : swap d (swap d x) = x := by
  induction x using TensorProduct.induction_on with
  | zero => simp
  | tmul u v => simp [swap]
  | add x y hx hy => rw [map_add, map_add, hx, hy]
```

The trace is computed in the product basis `b`. The inner statement `h` gives the diagonal elements, with the cases $i=j$ and $i\ne j$ treated separately; summing them leaves $d$.

```lean
/-- The trace of the exchange operator is the number `d` of one-particle spin states. -/
theorem trace_swap (d : ℕ) : LinearMap.trace ℂ (SpinPair d) (swap d) = d := by
  let b := (Pi.basisFun ℂ (Fin d)).tensorProduct (Pi.basisFun ℂ (Fin d))
  -- only the product states with equal labels contribute to the diagonal
  have h : ∀ p : Fin d × Fin d,
      LinearMap.toMatrix b b (swap d) p p = if p.1 = p.2 then 1 else 0 := by
    rintro ⟨i, j⟩
    rw [LinearMap.toMatrix_apply]
    by_cases hij : i = j
    · subst hij
      simp [b, swap, Basis.tensorProduct_apply, Basis.tensorProduct_repr_tmul_apply]
    · simp [b, swap, Basis.tensorProduct_apply, Basis.tensorProduct_repr_tmul_apply,
        hij, Ne.symm hij]
  rw [LinearMap.trace_eq_matrix_trace ℂ b, Matrix.trace]
  simp only [Matrix.diag_apply, h, Fintype.sum_prod_type]
  simp
```

## The projector and the two dimensions

The next lemma is the projector argument for any involution $S$ on a finite-dimensional complex space. `finrank` is the dimension, and `LinearMap.IsProj` records the two properties checked above: the image lies in the eigenspace, and vectors of the eigenspace are left unchanged. Both reduce to $\varepsilon^2y=y$, which is `hsq`, applied to $Sx$ and to $x$. The equation is written in ℂ because the trace is a complex number.

```lean
/-- If an operator `S` on a finite-dimensional complex space squares to the identity and `ε² = 1`,
its eigenspace for `ε` has dimension `(dim V + ε tr S) / 2`. -/
theorem finrank_eigenspace_involution {V : Type*} [AddCommGroup V] [Module ℂ V]
    (hV : Module.Finite ℂ V) (S : Module.End ℂ V) (hS : ∀ x, S (S x) = x)
    (ε : ℂ) (hε : ε ^ 2 = 1) :
    (finrank ℂ (Module.End.eigenspace S ε) : ℂ) =
      ((finrank ℂ V : ℂ) + ε * LinearMap.trace ℂ V S) / 2 := by
  have hsq : ∀ y : V, ε • ε • y = y := fun y => by
    rw [smul_smul, ← sq, hε, one_smul]
  -- the (anti)symmetrizer projects onto the eigenspace
  have hproj : LinearMap.IsProj (Module.End.eigenspace S ε)
      ((1 / 2 : ℂ) • (LinearMap.id + ε • S)) := by
    constructor
    · intro x
      rw [Module.End.mem_eigenspace_iff]
      simp only [LinearMap.smul_apply, LinearMap.add_apply, LinearMap.id_apply, map_smul,
        map_add, hS]
      linear_combination (norm := module) (-(1 / 2 : ℂ)) • hsq (S x)
    · intro x hx
      rw [Module.End.mem_eigenspace_iff] at hx
      simp only [LinearMap.smul_apply, LinearMap.add_apply, LinearMap.id_apply, hx]
      linear_combination (norm := module) (1 / 2 : ℂ) • hsq x
  -- the trace of a projector is the dimension of its range
  rw [← hproj.trace, map_smul, map_add, map_smul, LinearMap.trace_id]
  simp only [smul_eq_mul]
  ring
```

Inserting dimension $d^2$ and trace $d$ gives the count for either sign.

```lean
/-- For an exchange sign `ε` with `ε² = 1`, the spin states of that sign form a space of
dimension `(d² + ε d) / 2`. -/
theorem finrank_of_sign (d : ℕ) (ε : ℂ) (hε : ε ^ 2 = 1) :
    (finrank ℂ (Module.End.eigenspace (swap d) ε) : ℂ) = ((d : ℂ) ^ 2 + ε * d) / 2 := by
  have hfin : Module.Finite ℂ (SpinPair d) :=
    Module.Finite.of_basis ((Pi.basisFun ℂ (Fin d)).tensorProduct (Pi.basisFun ℂ (Fin d)))
  have hd : finrank ℂ (SpinPair d) = d * d := by
    simp [SpinPair, Module.finrank_tensorProduct]
  have h : (finrank ℂ (Module.End.eigenspace (swap d) ε) : ℂ) =
      ((finrank ℂ (SpinPair d) : ℂ) + ε * LinearMap.trace ℂ (SpinPair d) (swap d)) / 2 :=
    finrank_eigenspace_involution (V := SpinPair d) hfin (swap d) (swap_swap d) ε hε
  rw [h, trace_swap, hd]
  push_cast
  ring
```

Setting $\varepsilon=\pm1$ yields the two dimensions. They are stated in ℚ, where $d-1$ and the division by 2 have their ordinary meaning. The formulas include $d=1$, where the antisymmetric space is zero.

```lean
/-- The symmetric spin states of two particles span `d(d+1)/2` dimensions, the antisymmetric
ones `d(d-1)/2`. -/
theorem finrank_symmetric_antisymmetric (d : ℕ) :
    (finrank ℂ (Module.End.eigenspace (swap d) 1) : ℚ) = d * (d + 1) / 2 ∧
    (finrank ℂ (Module.End.eigenspace (swap d) (-1)) : ℚ) = d * (d - 1) / 2 := by
  have hp := finrank_of_sign d 1 (by norm_num)
  have hm := finrank_of_sign d (-1) (by norm_num)
  constructor
  · apply Rat.cast_injective (α := ℂ)
    push_cast
    rw [hp]
    ring
  · apply Rat.cast_injective (α := ℂ)
    push_cast
    rw [hm]
    ring
```

## Weights of the rotational levels

The statistics condition enters as a definition: the allowed spin states form the eigenspace of $(-1)^JP$ for the eigenvalue $(-1)^{d+1}$. The rotational functions themselves are not constructed, so the step from this definition to a molecule is the physical argument about the reversed axis and the symmetric remaining factors. An electronic factor that is antisymmetric under the exchange would interchange the roles of even and odd $J$.

```lean
/-- The nuclear spin states allowed with rotational quantum number `J`: the rotational sign
`(-1)^J` times the spin exchange must give the sign `(-1)^(d+1)` of the nuclear statistics.
All other factors of the wavefunction are taken as symmetric under the exchange. -/
def allowedSpinStates (d J : ℕ) : Submodule ℂ (SpinPair d) :=
  Module.End.eigenspace ((-1 : ℂ) ^ J • swap d) ((-1) ^ (d + 1))
```

The weight `spinWeight d J` is the dimension of this space. It counts nuclear spin states only and leaves out the factor $2J+1$.

```lean
/-- The nuclear spin weight of the rotational level `J`: the number of independent allowed
spin states. -/
def spinWeight (d J : ℕ) : ℕ := finrank ℂ (allowedSpinStates d J)
```

Moving $(-1)^J$ to the other side of the eigenvalue equation turns the condition into one on $P$ alone. The proof does this separately for even and odd $J$.

```lean
/-- The allowed spin states of level `J` are those with spin exchange sign
`(-1)^(d+1+J)`. -/
theorem allowedSpinStates_eq (d J : ℕ) :
    allowedSpinStates d J = Module.End.eigenspace (swap d) ((-1) ^ (d + 1 + J)) := by
  ext x
  simp only [allowedSpinStates, Module.End.mem_eigenspace_iff, LinearMap.smul_apply]
  rcases J.even_or_odd with hJ | hJ
  · rw [pow_add _ (d + 1) J, hJ.neg_one_pow, one_smul, mul_one]
  · rw [pow_add _ (d + 1) J, hJ.neg_one_pow, mul_neg_one, neg_smul, neg_smul, one_smul,
      neg_eq_iff_eq_neg]
```

The closed formula for $g_J$ then follows from the dimension count with $\varepsilon=(-1)^{d+1+J}$.

```lean
/-- The spin weight of level `J` is `d (d + (-1)^(d+1+J)) / 2`. -/
theorem spinWeight_eq (d J : ℕ) :
    (spinWeight d J : ℚ) = d * (d + (-1) ^ (d + 1 + J)) / 2 := by
  have h := finrank_of_sign d ((-1) ^ (d + 1 + J))
    (by rw [← pow_mul, mul_comm, pow_mul]; norm_num)
  rw [spinWeight, allowedSpinStates_eq]
  apply Rat.cast_injective (α := ℂ)
  push_cast
  rw [h]
  ring
```

For two and three spin states, the parity of $J$ fixes the sign, and arithmetic gives the weights.

```lean
/-- For nuclei with two spin states, and with all other factors of the wavefunction symmetric under
the exchange, levels of even `J` have weight 1 and levels of odd `J` have weight 3. -/
theorem spinWeight_two (J : ℕ) :
    (Even J → spinWeight 2 J = 1) ∧ (Odd J → spinWeight 2 J = 3) := by
  have h := spinWeight_eq 2 J
  constructor <;> intro hJ <;> rw [pow_add, hJ.neg_one_pow] at h <;> norm_num at h <;>
    exact_mod_cast h

/-- For nuclei with three spin states, and with all other factors of the wavefunction symmetric
under the exchange, levels of even `J` have weight 6 and levels of odd `J` have weight 3. -/
theorem spinWeight_three (J : ℕ) :
    (Even J → spinWeight 3 J = 6) ∧ (Odd J → spinWeight 3 J = 3) := by
  have h := spinWeight_eq 3 J
  constructor <;> intro hJ <;> rw [pow_add, hJ.neg_one_pow] at h <;> norm_num at h <;>
    exact_mod_cast h
```

The last theorem characterises the missing levels. In the forward direction, the sign $+1$ would give a positive weight, so the sign is $-1$ and $d(d-1)=0$. With $d>0$ this forces $d=1$, and the sign then shows that $J$ is odd. The converse is a substitution into the formula. The case $d=0$ is excluded because every weight would vanish there, for even $J$ as well.

```lean
/-- For nuclei with at least one spin state, and with all other factors of the wavefunction
symmetric under the exchange, a rotational level is missing exactly when there is a single spin
state and `J` is odd. -/
theorem missing_level_iff (d J : ℕ) (hd : 0 < d) :
    spinWeight d J = 0 ↔ d = 1 ∧ Odd J := by
  have h := spinWeight_eq d J
  constructor
  · intro h0
    have hd' : (0 : ℚ) < d := by exact_mod_cast hd
    rw [h0] at h
    rcases neg_one_pow_eq_or ℚ (d + 1 + J) with hs | hs
    · -- symmetric spin states always exist
      exfalso
      rw [hs] at h
      push_cast at h
      nlinarith [mul_pos hd' hd']
    · rw [hs] at h
      push_cast at h
      have hprod : (d : ℚ) * (d - 1) = 0 := by linear_combination -2 * h
      have h1 : (d : ℚ) = 1 := by
        rcases mul_eq_zero.mp hprod with h2 | h2 <;> linarith
      have h2 : d = 1 := by exact_mod_cast h1
      subst h2
      refine ⟨rfl, ?_⟩
      by_contra hJ
      rw [Nat.not_odd_iff_even] at hJ
      rw [pow_add, hJ.neg_one_pow] at hs
      norm_num at hs
  · rintro ⟨rfl, hJ⟩
    rw [pow_add, hJ.neg_one_pow] at h
    norm_num at h
    exact_mod_cast h

end

end NuclearSpinStatistics
```

```lean
#print axioms NuclearSpinStatistics.finrank_symmetric_antisymmetric
#print axioms NuclearSpinStatistics.spinWeight_two
#print axioms NuclearSpinStatistics.spinWeight_three
#print axioms NuclearSpinStatistics.missing_level_iff
```

```
'NuclearSpinStatistics.finrank_symmetric_antisymmetric' depends on axioms: [propext, Classical.choice, Quot.sound]
'NuclearSpinStatistics.spinWeight_two' depends on axioms: [propext, Classical.choice, Quot.sound]
'NuclearSpinStatistics.spinWeight_three' depends on axioms: [propext, Classical.choice, Quot.sound]
'NuclearSpinStatistics.missing_level_iff' depends on axioms: [propext, Classical.choice, Quot.sound]
```
